# Equal dipoles in a finite cluster of cubic symmetry give no field at its centre

A crystal with one polarisable atom per site of a simple cubic lattice is uniformly polarised, so that every atom carries the same dipole moment p. What field does one atom feel from its neighbours? Lorentz's treatment of the local field divides the crystal into a near region, summed dipole by dipole, and a far region, treated as a continuum. The near sum is taken to be zero, although its individual terms are not.

The near sum is the subject here. Place the origin at the atom that feels the field. The near sum then vanishes for every direction of p if the near region is a finite set of sites that permutations of the axes and coordinate mirrors map into itself. The contribution of the far region is not computed; it includes the Lorentz field, 4πP/3 in Gaussian units for polarisation density P, which comes from the inner boundary of the continuum.

```lean
import Mathlib

open Finset

namespace LorentzCancellation

noncomputable section
```

## Sites, dipoles and their field

Lengths are measured in lattice constants. A site is an integer vector n = (n_x, n_y, n_z), represented in Lean by a function `Fin 3 → ℤ`, with the indices 0, 1, 2 standing for x, y, z. Its distance from the origin is

|n| = √(n_x² + n_y² + n_z²).

```lean
/-- The Euclidean distance of the lattice site `n` from the origin. -/
def radius (n : Fin 3 → ℤ) : ℝ := √(∑ i, (n i : ℝ) ^ 2)
```

In Gaussian units, a point dipole p at n ≠ 0 produces at the origin the field

E(n) = (3 (p·n) n − |n|² p) / |n|⁵.

The vector from the dipole to the origin is −n, but the formula is even in n, so the sign drops out.

```lean
/-- The field at the origin, in Gaussian units, of a point dipole `p` at the site `n ≠ 0`:
`(3 (p · n) n - |n|² p) / |n|⁵`. -/
def dipoleField (p : Fin 3 → ℝ) (n : Fin 3 → ℤ) : Fin 3 → ℝ := fun a =>
  (3 * (∑ b, p b * (n b : ℝ)) * (n a : ℝ) - radius n ^ 2 * p a) / radius n ^ 5
```

For a unit dipole along z, the z component of this field is

(3 n_z² − |n|²) / |n|⁵.

```lean
/-- The `z` component of the field at the origin of a unit dipole along `z` at the
site `n ≠ 0`. -/
def axialTerm (n : Fin 3 → ℤ) : ℝ :=
  (3 * (n 2 : ℝ) ^ 2 - radius n ^ 2) / radius n ^ 5
```

## The symmetry that is assumed

The mirror i reverses the coordinate n_i and leaves the other two alone.

```lean
/-- The mirror reflection that reverses the coordinate `i` of a site. -/
def mirror (i : Fin 3) (n : Fin 3 → ℤ) : Fin 3 → ℤ := fun j => if j = i then -n j else n j
```

A finite cluster S has cubic symmetry if it contains, with each site n, every site obtained from n by permuting or reflecting coordinates. In Lean, `n ∘ σ` is the site with permuted coordinates. The condition concerns the positions only and says nothing about fields.

```lean
/-- A finite cluster of sites has cubic symmetry if permutations of the axes and the
coordinate mirrors map it into itself. -/
structure CubicSymmetric (S : Finset (Fin 3 → ℤ)) : Prop where
  perm : ∀ σ : Equiv.Perm (Fin 3), ∀ n ∈ S, n ∘ σ ∈ S
  mirror : ∀ i, ∀ n ∈ S, mirror i n ∈ S
```

The geometry enters the field through the moment sums

M_ab = Σ n_a n_b / |n|⁵, over the sites n ≠ 0 of S.

The expression `S.erase 0` removes the origin if S contains it, so the atom at the centre does not act on itself.

```lean
/-- The sum of `n_a n_b / |n|⁵` over the sites of a cluster other than the origin. -/
def momentSum (S : Finset (Fin 3 → ℤ)) (a b : Fin 3) : ℝ :=
  ∑ n ∈ S.erase 0, (n a : ℝ) * (n b : ℝ) / radius n ^ 5
```

The main example is the cube of all sites with −N ≤ n_i ≤ N for each i.

```lean
/-- The sites with all three coordinates between `-N` and `N`. -/
def cube (N : ℕ) : Finset (Fin 3 → ℤ) :=
  Fintype.piFinset fun _ => Finset.Icc (-(N : ℤ)) (N : ℤ)
```

Two facts about distance are needed. The square of |n| is the sum of the squared coordinates:

|n|² = Σ_i n_i².

```lean
/-- The squared distance is the sum of the squared coordinates. -/
theorem radius_sq (n : Fin 3 → ℤ) : radius n ^ 2 = ∑ i, (n i : ℝ) ^ 2 :=
  Real.sq_sqrt (Finset.sum_nonneg fun _ _ => sq_nonneg _)
```

If n ≠ 0, some coordinate is nonzero. Its square is positive and the other squares are not negative, so |n| > 0.

```lean
/-- Every site other than the origin lies at a positive distance from it. -/
theorem radius_pos {n : Fin 3 → ℤ} (h : n ≠ 0) : 0 < radius n := by
  obtain ⟨i, hi⟩ := Function.ne_iff.1 h
  have hi' : (n i : ℝ) ≠ 0 := Int.cast_ne_zero.2 hi
  exact Real.sqrt_pos.2
    (Finset.sum_pos' (fun _ _ => sq_nonneg _) ⟨i, Finset.mem_univ i, by positivity⟩)
```

## Mirrors remove the mixed moments

Let a ≠ b. The mirror a sends n_a to −n_a and keeps n_b and |n|. It also permutes the nonzero sites of S among themselves, because applying it twice restores every site. Relabelling the sum by this mirror gives

M_ab = −M_ab, hence M_ab = 0.

Inversion, n → −n, looks as if it would do the same work, and one may be led to say that the dipoles at n and −n cancel. They do not: the field is even in n, so the two contributions are equal and add. A mirror that reverses just one of the two factors n_a and n_b does change the sign of their product.

```lean
/-- In a cluster of cubic symmetry the mixed moment sums, with `a ≠ b`, vanish. -/
theorem momentSum_mixed {S : Finset (Fin 3 → ℤ)} (hS : CubicSymmetric S) {a b : Fin 3}
    (hab : a ≠ b) : momentSum S a b = 0 := by
  have hinv : ∀ n, mirror a (mirror a n) = n := by
    intro n
    funext j
    by_cases h : j = a <;> simp [mirror, h]
  have hmem : ∀ n ∈ S.erase 0, mirror a n ∈ S.erase 0 := by
    intro n hn
    rw [Finset.mem_erase] at hn ⊢
    refine ⟨fun h => hn.1 ?_, hS.mirror a n hn.2⟩
    rw [← hinv n, h]
    funext j
    simp [mirror]
  -- the mirror reverses the sign of each term
  have hneg : momentSum S a b = -momentSum S a b := by
    unfold momentSum
    rw [← Finset.sum_neg_distrib]
    refine Finset.sum_nbij' (mirror a) (mirror a) hmem hmem
      (fun n _ => hinv n) (fun n _ => hinv n) ?_
    intro n _
    have hr : radius (mirror a n) = radius n := by
      unfold radius
      congr 1
      refine Finset.sum_congr rfl fun j _ => ?_
      by_cases h : j = a <;> simp [mirror, h]
    have h1 : mirror a n a = -n a := by simp [mirror]
    have h2 : mirror a n b = n b := by simp [mirror, hab.symm]
    have key : (n a : ℝ) * (n b : ℝ) / radius n ^ 5 =
        -(((mirror a n a : ℤ) : ℝ) * ((mirror a n b : ℤ) : ℝ) / radius (mirror a n) ^ 5) := by
      rw [hr, h1, h2]
      push_cast
      ring
    exact key
  linarith
```

The relabelling is done by `Finset.sum_nbij'`, which takes the mirror as its own inverse. The statements `hinv` and `hmem` say that it is an involution and that it stays within the nonzero sites. The equation `key` is the change of sign in a single term, and `linarith` solves M_ab = −M_ab.

## Permutations equalise the diagonal moments

Choose a permutation σ of the axes with σ(b) = a. The permuted site n ∘ σ has b-coordinate n_a and the same length as n, so

n_a² / |n|⁵ = (n ∘ σ)_b² / |n ∘ σ|⁵.

Summing over the nonzero sites, which σ only rearranges, gives M_aa = M_bb.

```lean
/-- In a cluster of cubic symmetry the diagonal moment sums are the same for all axes. -/
theorem momentSum_diag {S : Finset (Fin 3 → ℤ)} (hS : CubicSymmetric S) (a b : Fin 3) :
    momentSum S a a = momentSum S b b := by
  obtain ⟨σ, hσ⟩ : ∃ σ : Equiv.Perm (Fin 3), σ b = a :=
    ⟨Equiv.swap a b, Equiv.swap_apply_right a b⟩
  have hmem : ∀ τ : Equiv.Perm (Fin 3), ∀ n ∈ S.erase 0, n ∘ τ ∈ S.erase 0 := by
    intro τ n hn
    rw [Finset.mem_erase] at hn ⊢
    refine ⟨fun h => hn.1 ?_, hS.perm τ n hn.2⟩
    funext j
    simpa using congrFun h (τ.symm j)
  -- relabel the sites by a permutation that carries one axis to the other
  unfold momentSum
  refine Finset.sum_nbij' (fun n => n ∘ σ) (fun n => n ∘ σ.symm) (hmem σ) (hmem σ.symm)
    (fun n _ => by funext j; simp) (fun n _ => by funext j; simp) ?_
  intro n _
  have hr : radius (n ∘ σ) = radius n := by
    unfold radius
    congr 1
    exact Equiv.sum_comp σ (fun i => (n i : ℝ) ^ 2)
  have key : (n a : ℝ) * (n a : ℝ) / radius n ^ 5 =
      (((n ∘ σ) b : ℤ) : ℝ) * (((n ∘ σ) b : ℤ) : ℝ) / radius (n ∘ σ) ^ 5 := by
    rw [hr, Function.comp_apply, hσ]
  exact key
```

Here σ is the exchange of a and b, and `Equiv.sum_comp` shows that the length does not depend on the order of the coordinates.

## The field at the centre

Write p·n = Σ_b p_b n_b and |n|² = Σ_b n_b² in the dipole field and sum over the nonzero sites. The component a of the total field is

E_a = 3 Σ_b p_b M_ab − p_a Σ_b M_bb.

In the first sum only b = a survives, since the mixed moments vanish. In the second, all three terms equal M_aa. Therefore

E_a = 3 p_a M_aa − 3 p_a M_aa = 0.

```lean
/-- Lorentz cancellation: equal dipoles `p` on all sites of a finite cluster of cubic
symmetry, the origin excepted, produce no field at the origin. -/
theorem lorentz_cancellation {S : Finset (Fin 3 → ℤ)} (hS : CubicSymmetric S)
    (p : Fin 3 → ℝ) : ∑ n ∈ S.erase 0, dipoleField p n = 0 := by
  funext a
  -- the field in terms of the moment sums
  have expand : ∑ n ∈ S.erase 0, dipoleField p n a =
      3 * ∑ b, p b * momentSum S a b - p a * ∑ b, momentSum S b b := by
    simp only [momentSum, Fin.sum_univ_three, Finset.mul_sum, ← Finset.sum_add_distrib,
      ← Finset.sum_sub_distrib]
    refine Finset.sum_congr rfl fun n _ => ?_
    simp only [dipoleField, radius_sq, Fin.sum_univ_three]
    ring
  have h1 : ∑ b, p b * momentSum S a b = p a * momentSum S a a :=
    Finset.sum_eq_single a
      (fun b _ hb => by rw [momentSum_mixed hS hb.symm, mul_zero]) (by simp)
  have h2 : ∑ b, momentSum S b b = 3 * momentSum S a a := by
    rw [Fin.sum_univ_three, momentSum_diag hS 0 a, momentSum_diag hS 1 a,
      momentSum_diag hS 2 a]
    ring
  rw [Finset.sum_apply, expand, h1, h2, Pi.zero_apply]
  ring
```

The theorem is an equation between vectors, and `funext a` reduces it to one component. The statement `expand` writes that component in terms of the moment sums, and `h1` and `h2` evaluate the two sums over b. The dipole p is an arbitrary real vector.

Neither of the two symmetry hypotheses can simply be dropped. The cluster {(0, 0, 1), (0, 0, −1)} is invariant under the mirrors but not under permutations. With p = (0, 0, 1), each site contributes (3 − 1)/1 = 2 to the z component, and the field is 4. The cluster {(1, 1, 1)} is invariant under permutations but not under mirrors. The same p then gives the x component 3/(√3)⁵ = 1/(3√3).

The model consists of finitely many identical, prescribed point dipoles on integer sites, and when the sites form a cluster of cubic symmetry the theorem supplies a reference value, zero at the centre, against which a simulation code's direct dipole sum can be compared. The dipoles do not respond to one another, and no infinite lattice sum is taken.

## The cube and its two sums

The condition −N ≤ n_i ≤ N is the same for all three coordinates, so permutations preserve it. It is also symmetric about zero, so mirrors preserve it.

```lean
/-- The cube of sites centred at the origin has cubic symmetry. -/
theorem cube_symmetric (N : ℕ) : CubicSymmetric (cube N) := by
  constructor
  · intro σ n hn
    simp only [cube, Fintype.mem_piFinset, Finset.mem_Icc] at hn ⊢
    exact fun i => hn (σ i)
  · intro i n hn
    simp only [cube, Fintype.mem_piFinset, Finset.mem_Icc] at hn ⊢
    intro j
    have hj := hn j
    simp only [mirror]
    split_ifs <;> omega
```

Taking p = (0, 0, 1) and reading off the z component of the field gives the first of the following sums. The second is the mixed moment M_xz:

Σ (3 n_z² − |n|²) / |n|⁵ = 0,

Σ n_x n_z / |n|⁵ = 0.

Both run over the nonzero sites of the cube. For N = 0 there are no such sites, and the equations hold trivially.

```lean
/-- Over the nonzero sites of the cube, the sums of `(3 n_z² - |n|²) / |n|⁵` and of
`n_x n_z / |n|⁵` both vanish. -/
theorem cube_sums_vanish (N : ℕ) :
    ∑ n ∈ (cube N).erase 0, axialTerm n = 0 ∧
    ∑ n ∈ (cube N).erase 0, (n 0 : ℝ) * (n 2 : ℝ) / radius n ^ 5 = 0 := by
  refine ⟨?_, momentSum_mixed (cube_symmetric N) (by decide)⟩
  -- take the dipoles along z and read off the z component
  have h := congrFun (lorentz_cancellation (cube_symmetric N) ![0, 0, 1]) 2
  rw [Finset.sum_apply, Pi.zero_apply] at h
  rw [← h]
  refine Finset.sum_congr rfl fun n _ => ?_
  have hp : ∑ b, (![0, 0, 1] : Fin 3 → ℝ) b * (n b : ℝ) = (n 2 : ℝ) := by
    simp [Fin.sum_univ_three]
  have hp2 : (![0, 0, 1] : Fin 3 → ℝ) 2 = 1 := by simp
  simp only [axialTerm, dipoleField, hp, hp2]
  ring
```

## Opposite signs on the axis and in the plane

The axial sum does not vanish term by term. On the z axis n_x = n_y = 0, so |n|² = n_z² and each nonzero site contributes

(3|n|² − |n|²) / |n|⁵ = 2 / |n|³ > 0.

A dipole ahead of or behind the central atom, along the direction of polarisation, produces a field there that points along the polarisation. If N ≥ 1, the site (0, 0, 1) belongs to the cube, so the sum over the axis is not empty and is strictly positive.

```lean
/-- For `N ≥ 1` the nonzero sites of the cube on the `z` axis contribute a positive amount
to the axial sum. -/
theorem axis_sum_pos {N : ℕ} (hN : 1 ≤ N) :
    0 < ∑ n ∈ (cube N).erase 0 with (n 0 = 0 ∧ n 1 = 0), axialTerm n := by
  refine Finset.sum_pos (fun n hn => ?_) ⟨![0, 0, 1], ?_⟩
  · simp only [Finset.mem_filter, Finset.mem_erase] at hn
    obtain ⟨⟨h0, _⟩, hx, hy⟩ := hn
    have hr := radius_pos h0
    have hs := radius_sq n
    rw [Fin.sum_univ_three, hx, hy] at hs
    push_cast at hs
    -- on the axis the numerator is 2|n|²
    exact div_pos (by linarith [pow_pos hr 2]) (pow_pos hr 5)
  · simp only [Finset.mem_filter, Finset.mem_erase, cube, Fintype.mem_piFinset,
      Finset.mem_Icc]
    refine ⟨⟨fun h => by simpa using congrFun h 2, fun i => ?_⟩, rfl, rfl⟩
    fin_cases i <;> simp
    omega
```

The keyword `with` restricts the sum to the sites that satisfy the stated condition. `Finset.sum_pos` then asks for two things: that every term be positive, and that there be at least one site, here `![0, 0, 1]`.

In the plane n_z = 0 each nonzero site contributes

−|n|² / |n|⁵ = −1 / |n|³ < 0.

Dipoles beside the central atom therefore produce a field there that points against the polarisation. For N ≥ 1 the site (1, 0, 0) is present, and the sum over the plane is strictly negative. The proof applies the previous argument to the terms with their signs reversed.

```lean
/-- For `N ≥ 1` the nonzero sites of the cube in the plane `n_z = 0` contribute a negative
amount to the axial sum. -/
theorem plane_sum_neg {N : ℕ} (hN : 1 ≤ N) :
    ∑ n ∈ (cube N).erase 0 with n 2 = 0, axialTerm n < 0 := by
  have h : 0 < ∑ n ∈ (cube N).erase 0 with n 2 = 0, -axialTerm n := by
    refine Finset.sum_pos (fun n hn => ?_) ⟨![1, 0, 0], ?_⟩
    · simp only [Finset.mem_filter, Finset.mem_erase] at hn
      obtain ⟨⟨h0, _⟩, hz⟩ := hn
      have hr := radius_pos h0
      -- in the plane the numerator is -|n|²
      have hneg : axialTerm n < 0 := by
        unfold axialTerm
        rw [hz]
        refine div_neg_of_neg_of_pos ?_ (pow_pos hr 5)
        push_cast
        linarith [pow_pos hr 2]
      linarith
    · simp only [Finset.mem_filter, Finset.mem_erase, cube, Fintype.mem_piFinset,
        Finset.mem_Icc]
      refine ⟨⟨fun h => by simpa using congrFun h 0, fun i => ?_⟩, rfl⟩
      fin_cases i <;> simp
      omega
  rw [Finset.sum_neg_distrib] at h
  linarith

end

end LorentzCancellation
```

These two parts need not balance each other, because the sites that lie neither on the axis nor in the plane also contribute. For N = 1 the axis gives 4, the plane gives −4 − √2, and the remaining sites supply the missing √2.

```lean
#print axioms LorentzCancellation.lorentz_cancellation
-- 'LorentzCancellation.lorentz_cancellation' depends on axioms: [propext, Classical.choice, Quot.sound]
#print axioms LorentzCancellation.cube_sums_vanish
-- 'LorentzCancellation.cube_sums_vanish' depends on axioms: [propext, Classical.choice, Quot.sound]
#print axioms LorentzCancellation.axis_sum_pos
-- 'LorentzCancellation.axis_sum_pos' depends on axioms: [propext, Classical.choice, Quot.sound]
#print axioms LorentzCancellation.plane_sum_neg
-- 'LorentzCancellation.plane_sum_neg' depends on axioms: [propext, Classical.choice, Quot.sound]
```
